# The Merrifield rate factor of n pair states with normalised singlet weights is at most n/(n+e), reached only at equal weights

A triplet-pair calculation that has lost the normalisation of its singlet weights can return a Merrifield rate factor too large for any distribution of singlet character. A sharp upper bound exposes such a value. For $n$ pair states with singlet weights $w_i \ge 0$ summing to 1, the factor is

$$R=\sum_i \frac{w_i}{1+e\,w_i},$$

where $e>0$ is the ratio of the singlet-channel rate of a pure singlet pair to the dissociation rate. For pair states formed equally often, the annihilation rate constant is proportional to $eR$, the sum of the fractions $e w_i/(1+e w_i)$ that leave through the singlet channel; the factor $e$ is left out of $R$. I believe that $R\le n/(n+e)$, and that equality means every $w_i=1/n$. Can this be made rigorous, equality case included, and checked by machine?

## The shortfall is a sum of squares

Yes. Let $f(x)=x/(1+ex)$, so that $f'(x)=1/(1+ex)^2$. The tangent line at $x=1/n$ is

$$T(x)=\frac{1}{n+e}+\frac{n^2x-n}{(n+e)^2}.$$

Over the common denominator $(n+e)^2(1+ex)$, the numerator of $T(x)-f(x)$ is

$$(e+n^2x)(1+ex)-x(n+e)^2=e-2nex+en^2x^2=e(nx-1)^2.$$

Now set $x=w_i$ and sum. The linear part of the tangent vanishes, because $\sum_i(n^2w_i-n)=n^2-n^2=0$. What remains is

$$\frac{n}{n+e}-R=\sum_i\frac{e\,(n w_i-1)^2}{(n+e)^2(1+e w_i)}.$$

Every term is nonnegative, which gives the bound. The sum is zero exactly when every square is zero, that is, when $w_i=1/n$ for all $i$.

If only the states in a subset $s$ of size $m$ carry singlet character, the same computation over $s$ gives the bound $m/(m+e)$, which is sharper when $m<n$, with equality when each state in $s$ has weight $1/m$.

For a lower bound, note that $w_i\le 1$, since the weights are nonnegative and sum to 1, and compare each term with $w_i/(1+e)$:

$$\frac{w_i}{1+ew_i}-\frac{w_i}{1+e}=\frac{e\,w_i(1-w_i)}{(1+ew_i)(1+e)}\ge 0.$$

Summing gives $R\ge 1/(1+e)$. Equality forces every weight to be 0 or 1, and normalisation then leaves exactly one state with weight 1.

## Rates, weights and spin states in Lean

The finite type `ι` labels the pair states, `Fintype.card ι` is $n$, and `rateFactor e w` is $R$. The theorem `rateFactor_le` assumes `0 < e`, nonnegative weights (`hw`) and total weight one (`hsum`). Its conclusion joins the inequality to an "if and only if" for equality. The condition $n\ge1$ is not a separate hypothesis, since an empty sum cannot equal 1. At $n=1$ the upper and lower bounds coincide.

Physically, `0 < e` says that the singlet channel is open and is measured against a finite dissociation rate. The model uses one singlet-channel rate constant and one dissociation rate for all states, hence a single `e`; the states differ only in singlet weight.

In `rateFactor_basis_le` the weights come from quantum mechanics: `singletWeight b s i` is $|\langle b_i|s\rangle|^2$ for an orthonormal basis `b` and a normalised vector `s` (here a vector, not the subset above). The theorem holds for any unit vector in a finite-dimensional complex inner product space; taking `b` to be the spin eigenstates of the pair and `s` the spin singlet gives the triplet-pair case.

The last theorem takes nine pair states. The weights $(1/3,1/3,1/3)$, with zeros elsewhere, give $3/(3+e)$, and the weights $(1/3,2/3)$ give strictly less. The Lean names label the first list as an idealised zero-field case and the second as an idealised high-field case; both are entered as numbers and not derived from a spin Hamiltonian. The kinetic model itself is also taken as given, including the independent decay of each pair state.

Within that model, the bounds give a quick one-way check on calculations of triplet–triplet annihilation in a magnetic field: a rate factor outside them signals an error, but one inside them does not show that the singlet weights are right.

```lean
import Mathlib

open Finset

namespace MerrifieldTripletPair

noncomputable section

variable {ι : Type*} [Fintype ι]

/-- The Merrifield rate factor of a triplet pair whose spin states have singlet weights `w i`;
`e` is the ratio of the singlet-channel rate to the dissociation rate. -/
def rateFactor (e : ℝ) (w : ι → ℝ) : ℝ := ∑ i, w i / (1 + e * w i)

/-- The squared absolute value of the inner product of the `i`-th vector of an orthonormal basis
with a vector `s`. -/
def singletWeight {E : Type*} [NormedAddCommGroup E] [InnerProductSpace ℂ E]
    (b : OrthonormalBasis ι ℂ E) (s : E) (i : ι) : ℝ := ‖inner ℂ (b i) s‖ ^ 2

/-- Singlet weights of the nine pair states when three of them share the singlet equally. -/
def zeroFieldWeights : Fin 9 → ℝ := ![1/3, 1/3, 1/3, 0, 0, 0, 0, 0, 0]

/-- Singlet weights of the nine pair states when two of them carry one third and two thirds of
the singlet. -/
def highFieldWeights : Fin 9 → ℝ := ![1/3, 2/3, 0, 0, 0, 0, 0, 0, 0]

/-- An explicit formula for the gap between a straight line and `x/(1+e*x)`; for `n > 0` the line is
the tangent at `x = 1/n`. -/
theorem tangent_gap {n e x : ℝ} (hn : 0 ≤ n) (he : 0 < e) (hx : 0 ≤ x) :
    1 / (n + e) + (n ^ 2 * x - n) / (n + e) ^ 2 - x / (1 + e * x)
      = e * (n * x - 1) ^ 2 / ((n + e) ^ 2 * (1 + e * x)) := by
  have h1 : n + e ≠ 0 := by positivity
  have h2 : 1 + e * x ≠ 0 := by positivity
  field_simp
  ring

omit [Fintype ι] in
/-- The exact amount by which the rate factor of a set of states carrying the whole singlet
falls short of its value for equal weights. -/
theorem rate_deficit {e : ℝ} (he : 0 < e) {w : ι → ℝ} (s : Finset ι)
    (hw : ∀ i ∈ s, 0 ≤ w i) (hsum : ∑ i ∈ s, w i = 1) :
    (s.card : ℝ) / (s.card + e) - ∑ i ∈ s, w i / (1 + e * w i)
      = ∑ i ∈ s, e * (s.card * w i - 1) ^ 2 / ((s.card + e) ^ 2 * (1 + e * w i)) := by
  have h : ∑ i ∈ s, e * (s.card * w i - 1) ^ 2 / ((s.card + e) ^ 2 * (1 + e * w i))
      = ∑ i ∈ s, (1 / ((s.card : ℝ) + e) + ((s.card : ℝ) ^ 2 * w i - s.card) / (s.card + e) ^ 2
          - w i / (1 + e * w i)) :=
    Finset.sum_congr rfl fun i hi => (tangent_gap (Nat.cast_nonneg _) he (hw i hi)).symm
  -- the linear part of the tangent line drops out because the weights sum to one
  rw [h, Finset.sum_sub_distrib, Finset.sum_add_distrib, Finset.sum_const, ← Finset.sum_div,
    Finset.sum_sub_distrib, ← Finset.mul_sum, hsum]
  simp only [Finset.sum_const, nsmul_eq_mul]
  ring

/-- Let `e > 0` and let the weights be nonnegative, sum to one and vanish outside `s`. Then the rate
factor is at most `m/(m+e)`, with `m` the number of states in `s`, and equality holds exactly when
every state in `s` has weight `1/m`. -/
theorem rateFactor_le_of_support {e : ℝ} (he : 0 < e) {w : ι → ℝ} (s : Finset ι)
    (hw : ∀ i, 0 ≤ w i) (hsum : ∑ i, w i = 1) (hs : ∀ i, i ∉ s → w i = 0) :
    rateFactor e w ≤ (s.card : ℝ) / (s.card + e) ∧
      (rateFactor e w = (s.card : ℝ) / (s.card + e) ↔ ∀ i ∈ s, w i = 1 / (s.card : ℝ)) := by
  have hsum' : ∑ i ∈ s, w i = 1 := by
    rw [← hsum]
    exact Finset.sum_subset (Finset.subset_univ s) fun i _ hi => hs i hi
  have hR : ∑ i ∈ s, w i / (1 + e * w i) = rateFactor e w :=
    Finset.sum_subset (Finset.subset_univ s) fun i _ hi => by rw [hs i hi, zero_div]
  have hdef := rate_deficit he s (fun i _ => hw i) hsum'
  rw [hR] at hdef
  have hnn : ∀ i ∈ s,
      0 ≤ e * (s.card * w i - 1) ^ 2 / (((s.card : ℝ) + e) ^ 2 * (1 + e * w i)) := by
    intro i _
    have hi := hw i
    positivity
  have hcard : ∀ i ∈ s, (s.card : ℝ) ≠ 0 := fun i hi =>
    Nat.cast_ne_zero.mpr (Finset.card_pos.mpr ⟨i, hi⟩).ne'
  refine ⟨by linarith [Finset.sum_nonneg hnn], fun h => ?_, fun h => ?_⟩
  · -- a vanishing deficit forces every square to vanish
    have h0 := (Finset.sum_eq_zero_iff_of_nonneg hnn).mp (by linarith)
    intro i hi
    have hwi := hw i
    have hden : ((s.card : ℝ) + e) ^ 2 * (1 + e * w i) ≠ 0 := by positivity
    have h1 := (div_eq_zero_iff.mp (h0 i hi)).resolve_right hden
    have h2 := (pow_eq_zero_iff two_ne_zero).mp ((mul_eq_zero.mp h1).resolve_left he.ne')
    rw [eq_div_iff (hcard i hi)]
    linarith
  · have h0 : ∑ i ∈ s,
        e * (s.card * w i - 1) ^ 2 / (((s.card : ℝ) + e) ^ 2 * (1 + e * w i)) = 0 := by
      refine Finset.sum_eq_zero fun i hi => ?_
      have h1 : (s.card : ℝ) * w i - 1 = 0 := by
        rw [h i hi, mul_one_div_cancel (hcard i hi), sub_self]
      rw [h1]
      simp
    linarith

/-- For `e > 0` and `n` nonnegative weights summing to one, the rate factor is at most `n/(n+e)`,
with equality exactly when every weight is `1/n`. -/
theorem rateFactor_le {e : ℝ} (he : 0 < e) {w : ι → ℝ}
    (hw : ∀ i, 0 ≤ w i) (hsum : ∑ i, w i = 1) :
    rateFactor e w ≤ (Fintype.card ι : ℝ) / (Fintype.card ι + e) ∧
      (rateFactor e w = (Fintype.card ι : ℝ) / (Fintype.card ι + e) ↔
        ∀ i, w i = 1 / (Fintype.card ι : ℝ)) := by
  simpa using rateFactor_le_of_support he Finset.univ hw hsum (by simp)

/-- For `e > 0` and nonnegative weights summing to one, the rate factor is at least `1/(1+e)`, with
equality exactly when some weight is one. -/
theorem le_rateFactor {e : ℝ} (he : 0 < e) {w : ι → ℝ}
    (hw : ∀ i, 0 ≤ w i) (hsum : ∑ i, w i = 1) :
    1 / (1 + e) ≤ rateFactor e w ∧ (rateFactor e w = 1 / (1 + e) ↔ ∃ i, w i = 1) := by
  classical
  have key : ∀ i, w i / (1 + e * w i) - w i / (1 + e)
      = e * (w i * (1 - w i)) / ((1 + e * w i) * (1 + e)) := by
    intro i
    have hi := hw i
    have h1 : 1 + e * w i ≠ 0 := by positivity
    have h2 : 1 + e ≠ 0 := by positivity
    field_simp
    ring
  have hdiff : rateFactor e w - 1 / (1 + e)
      = ∑ i, e * (w i * (1 - w i)) / ((1 + e * w i) * (1 + e)) := by
    unfold rateFactor
    rw [← Finset.sum_congr rfl (fun i _ => key i), Finset.sum_sub_distrib, ← Finset.sum_div, hsum]
  have hnn : ∀ i ∈ (Finset.univ : Finset ι),
      0 ≤ e * (w i * (1 - w i)) / ((1 + e * w i) * (1 + e)) := by
    intro i _
    have hi := hw i
    have h1 : w i ≤ 1 := hsum ▸ Finset.single_le_sum (fun j _ => hw j) (Finset.mem_univ i)
    have h2 : 0 ≤ 1 - w i := by linarith
    positivity
  refine ⟨by linarith [Finset.sum_nonneg hnn], fun h => ?_, ?_⟩
  · -- each weight is zero or one, and they cannot all be zero
    have h0 := (Finset.sum_eq_zero_iff_of_nonneg hnn).mp (by linarith)
    by_contra hne
    have hz : ∀ i, w i = 0 := by
      intro i
      have hi := hw i
      have hden : (1 + e * w i) * (1 + e) ≠ 0 := by positivity
      have h1 := (div_eq_zero_iff.mp (h0 i (Finset.mem_univ i))).resolve_right hden
      rcases mul_eq_zero.mp ((mul_eq_zero.mp h1).resolve_left he.ne') with h2 | h2
      · exact h2
      · exact absurd ⟨i, by linarith⟩ hne
    rw [Finset.sum_eq_zero fun i _ => hz i] at hsum
    exact zero_ne_one hsum
  · rintro ⟨i, hi⟩
    have hsplit := Finset.add_sum_erase Finset.univ w (Finset.mem_univ i)
    have hrest := (Finset.sum_eq_zero_iff_of_nonneg (fun j _ => hw j)).mp
      (show ∑ j ∈ Finset.univ.erase i, w j = 0 by linarith)
    have h0 : ∑ j, e * (w j * (1 - w j)) / ((1 + e * w j) * (1 + e)) = 0 := by
      refine Finset.sum_eq_zero fun j _ => ?_
      by_cases hj : j = i
      · rw [hj, hi]; simp
      · rw [hrest j (Finset.mem_erase.mpr ⟨hj, Finset.mem_univ j⟩)]; simp
    linarith

/-- For `e > 0`, an orthonormal basis of `n` vectors and a unit vector `s`, the rate factor of the
squared overlaps is at most `n/(n+e)`, with equality exactly when all of them equal `1/n`. -/
theorem rateFactor_basis_le {E : Type*} [NormedAddCommGroup E] [InnerProductSpace ℂ E]
    (b : OrthonormalBasis ι ℂ E) {s : E} (hs : ‖s‖ = 1) {e : ℝ} (he : 0 < e) :
    rateFactor e (singletWeight b s) ≤ (Fintype.card ι : ℝ) / (Fintype.card ι + e) ∧
      (rateFactor e (singletWeight b s) = (Fintype.card ι : ℝ) / (Fintype.card ι + e) ↔
        ∀ i, ‖inner ℂ (b i) s‖ ^ 2 = 1 / (Fintype.card ι : ℝ)) := by
  -- Parseval's identity normalises the weights
  have h := EuclideanSpace.norm_sq_eq (b.repr s)
  rw [b.repr.norm_map, hs] at h
  simp only [b.repr_apply_apply] at h
  have hsum : ∑ i, singletWeight b s i = 1 := by
    unfold singletWeight
    linarith
  exact rateFactor_le he (fun i => sq_nonneg _) hsum

/-- For `e > 0`, the list `zeroFieldWeights` gives the rate factor `3/(3+e)`, and the list
`highFieldWeights` gives a strictly smaller one. -/
theorem highField_lt_zeroField {e : ℝ} (he : 0 < e) :
    rateFactor e zeroFieldWeights = 3 / (3 + e) ∧
      rateFactor e highFieldWeights < rateFactor e zeroFieldWeights := by
  have hz : rateFactor e zeroFieldWeights = (1/3) / (1 + e * (1/3))
      + ((1/3) / (1 + e * (1/3)) + (1/3) / (1 + e * (1/3))) := by
    simp [rateFactor, zeroFieldWeights, Fin.sum_univ_succ]
  have hh : rateFactor e highFieldWeights
      = (1/3) / (1 + e * (1/3)) + (2/3) / (1 + e * (2/3)) := by
    simp [rateFactor, highFieldWeights, Fin.sum_univ_succ]
  have h1 : (1/3) / (1 + e * (1/3)) = 1 / (3 + e) := by
    rw [div_eq_div_iff (by positivity) (by positivity)]
    ring
  have h2 : (2/3) / (1 + e * (2/3)) = 2 / (3 + 2 * e) := by
    rw [div_eq_div_iff (by positivity) (by positivity)]
    ring
  have h3 : 2 / (3 + 2 * e) < 2 / (3 + e) := by
    rw [div_lt_div_iff₀ (by positivity) (by positivity)]
    linarith
  have h4 : 2 / (3 + e) = 1 / (3 + e) + 1 / (3 + e) := by ring
  rw [hz, hh, h1, h2]
  exact ⟨by ring, by linarith⟩

end

end MerrifieldTripletPair
```

```lean
#print axioms MerrifieldTripletPair.rateFactor_le_of_support
#print axioms MerrifieldTripletPair.le_rateFactor
#print axioms MerrifieldTripletPair.rateFactor_basis_le
#print axioms MerrifieldTripletPair.highField_lt_zeroField
```

```
'MerrifieldTripletPair.rateFactor_le_of_support' depends on axioms: [propext, Classical.choice, Quot.sound]
'MerrifieldTripletPair.le_rateFactor' depends on axioms: [propext, Classical.choice, Quot.sound]
'MerrifieldTripletPair.rateFactor_basis_le' depends on axioms: [propext, Classical.choice, Quot.sound]
'MerrifieldTripletPair.highField_lt_zeroField' depends on axioms: [propext, Classical.choice, Quot.sound]
```

## From the tangent line to the equality case

`tangent_gap` is the identity for $T(x)-f(x)$: `positivity` shows that the denominators are nonzero, `field_simp` clears them, and `ring` checks the numerator. `rate_deficit` sums it over a subset `s`; rewriting with `hsum` removes the linear part.

`rateFactor_le_of_support` first uses `Finset.sum_subset` to show that states outside `s` contribute nothing to the normalisation or to $R$. The bound follows from `Finset.sum_nonneg`. For equality, `Finset.sum_eq_zero_iff_of_nonneg` turns a vanishing sum into vanishing terms, from which $m w_i=1$ is extracted; the converse substitutes $w_i=1/m$. `rateFactor_le` is the case in which `s` contains all states.

In `le_rateFactor`, `key` is the termwise comparison with $w_i/(1+e)$. If equality held with no weight equal to 1, all weights would be 0, contradicting `hsum`. Conversely, one weight equal to 1 forces the others to vanish.

`rateFactor_basis_le` obtains the normalisation from Parseval's identity, by way of `EuclideanSpace.norm_sq_eq` and the norm-preserving map `b.repr`. `highField_lt_zeroField` expands both nine-term sums and reduces the comparison to $2/(3+2e)<2/(3+e)$.

## Two states show what each hypothesis does

- **Normalisation.** With $w=(1,1)$ and $e=1$, $R=1$, above the bound $2/3$.
- **Nonnegativity.** With $w=(2,-1)$ and $e=2$, $R=2/5+1=7/5$, above the bound $1/2$.
- **Positive $e$.** With $e=0$, every normalised set of weights gives $R=1=n/n$. The inequality survives, but $w=(1,0)$ attains equality with unequal weights.
